# Screened exchange halves the direct ring energy of one doubly occupied orbital when the gaps are positive and the amplitudes spin-flip invariant

After a closed-shell calculation in the direct random-phase approximation, second-order screened exchange (SOSEX) can be added by contracting the converged ring amplitudes once more, now with exchange integrals. For a system with one doubly occupied orbital, such as the helium atom or H₂ in a restricted reference, the energy including this exchange is half of the direct ring energy, so the second contraction is not needed. This is shown here for real orbitals, positive excitation gaps and amplitudes that are unchanged when all spins are flipped.

## Two electrons in one orbital

Let i be the occupied orbital and let a, b label the virtual orbitals. The excitations i→a have gaps d_a, collected in a diagonal matrix D, and are coupled by the repulsion integrals

J_ab = (ia|ib).

For real orbitals J is symmetric. The letter J is only a label here: in many textbooks it denotes the Coulomb integral (ii|aa), while (ia|ia) is called an exchange integral.

With spin, each excitation occurs twice. The direct interaction does not distinguish the spins, so its matrix K has J in all four spin blocks. Exchange swaps the two virtual labels and acts only between equal spins. Its matrix Kˣ therefore has Jᵀ in the two same-spin blocks and zero elsewhere.

The two electrons in i have opposite spins, so a simultaneous excitation of two electrons of equal spin out of i violates the Pauli principle. The direct ring energy contains such terms. Exchange removes them from the energy contraction, but they still enter the ring equation that determines the amplitudes.

## The ring equation and the two energies

Let Δ be the spin-orbital gap matrix, with D in both same-spin blocks. The amplitudes T solve

K + (Δ + K)T + T(Δ + K) + TKT = 0,

and the energies without and with exchange are

E_direct = Tr(KT)/2,
E_SOSEX = Tr((K − Kˣ)T)/2.

Here E_SOSEX is the total of the direct energy and the screened-exchange correction −Tr(KˣT)/2, not the correction alone.

A closed-shell program that works with amplitudes can solve the smaller spatial equation for a matrix s:

2J + (D + 2J)s + s(D + 2J) + 2sJs = 0.

In Lean, `n` is the finite set of virtual orbitals and `n ⊕ n` the set of spin-orbital excitations, one copy for each spin. `ringResidual` is the left-hand side of either equation; the spatial one has interaction `2J`. `spinAll` puts one matrix in all four spin blocks, `spinDiag` in the same-spin blocks only, and `ringEnergy` is Tr(VT)/2 for an interaction V.

There are three final theorems:

- `spatial_solution_halves`: if J is symmetric and s solves the spatial equation, then T with all spin blocks s/2 solves the spin-orbital equation, and E_SOSEX = E_direct/2. Here D may be any real square matrix.
- `every_spin_symmetric_solution_halves`: if J is symmetric and all gaps are positive, the halving holds for every solution with one block P for equal spins and one block Q for opposite spins. This block form expresses invariance under a flip of all spins.
- `two_level_energies`: for a single virtual orbital with gap d > 0 and integral j ≥ 0, a solution and both energies are given in closed form.

The theorems treat one occupied orbital and real matrices. For more than one virtual orbital they take a solution as given. They start from the ring equation, so the step to a real calculation is to identify the solution used with the amplitudes of the RPA ground state.

## From spin blocks to the factor of one half

**The residual in blocks.** Let T have blocks P and Q as above, and write R = P + Q. Since all blocks of K are J, every block of KT is JR, every block of TK is RJ, and every block of TKT is RJR. With

W = J + JR + RJ + RJR,

the ring equation becomes

DP + PD + W = 0 (equal spins),
DQ + QD + W = 0 (opposite spins).

**Equal blocks.** For P = Q = s/2 we have R = s, and both equations have the left-hand side

½(Ds + sD) + J + Js + sJ + sJs = ½[2J + (D + 2J)s + s(D + 2J) + 2sJs].

This is half of the spatial residual, so the two equations are equivalent for such T.

**Why the blocks agree.** Subtracting the opposite-spin equation from the equal-spin one removes W:

D(P − Q) + (P − Q)D = 0.

For diagonal D the entry a, b reads

(d_a + d_b)(P_ab − Q_ab) = 0.

Positive gaps give P = Q.

**The energies.** Since Jᵀ = J, the matrix K − Kˣ has zero same-spin blocks and J in the opposite-spin blocks. Let all blocks of T be X. The diagonal blocks of KT are 2JX, and those of (K − Kˣ)T are JX. Therefore

E_direct = ½ · 2 · Tr(2JX) = 2 Tr(JX),
E_SOSEX = ½ · 2 · Tr(JX) = Tr(JX).

For X = s/2 these are Tr(Js) and Tr(Js)/2.

**One virtual orbital.** The spatial equation for a number x is

2j + 2(d + 2j)x + 2jx² = 0.

Put w = √(d(d + 4j)) and take

x = −2j/(d + 2j + w).

Since (d + 2j)² − w² = 4j²,

jx = −2j²/(d + 2j + w) = (w − d − 2j)/2.

Inserting this into the quadratic term gives

2j + 2(d + 2j)x + x(w − d − 2j) = 2j + x(d + 2j + w) = 0.

So x is a solution, and it vanishes when j = 0. The energies are

E_direct = jx = (w − d − 2j)/2,
E_SOSEX = (w − d − 2j)/4.

## A vanishing gap can break the halving

Positive gaps can't be weakened to non-negative ones in the theorem about every spin-flip-invariant solution. Take one virtual orbital with d = 0 and j > 0, and let p and q be the equal-spin and opposite-spin amplitudes. Both block equations reduce to

j(1 + p + q)² = 0,

which fixes only the sum p + q = −1. The choice p = −1, q = 0 is a solution with

E_direct = j(p + q) = −j,
E_SOSEX = jq = 0,

and 0 is not half of −j.

## The Lean file

```lean
import Mathlib

open Matrix

namespace RingExchangeOneOrbital

noncomputable section

variable {n : Type*} [Fintype n] [DecidableEq n]

/-- Left-hand side of the direct ring equation for gaps `Δ`, interaction `K` and
amplitudes `T`. -/
def ringResidual {m : Type*} [Fintype m] (Δ K T : Matrix m m ℝ) : Matrix m m ℝ :=
  K + (Δ + K) * T + T * (Δ + K) + T * K * T

/-- The spin-orbital matrix whose four spin blocks all equal `X`. -/
def spinAll (X : Matrix n n ℝ) : Matrix (n ⊕ n) (n ⊕ n) ℝ := fromBlocks X X X X

/-- The spin-orbital matrix with `X` in both same-spin blocks and zero elsewhere. -/
def spinDiag (X : Matrix n n ℝ) : Matrix (n ⊕ n) (n ⊕ n) ℝ := fromBlocks X 0 0 X

/-- The exchange kernel of one doubly occupied orbital: the two virtual labels of `J` are
swapped, and only excitations of equal spin are coupled. -/
def exchangeKernel (J : Matrix n n ℝ) : Matrix (n ⊕ n) (n ⊕ n) ℝ := spinDiag Jᵀ

/-- The energy `Tr(V T)/2` of amplitudes `T` contracted with an interaction `V`. -/
def ringEnergy (V T : Matrix (n ⊕ n) (n ⊕ n) ℝ) : ℝ := trace (V * T) / 2

/-- For amplitudes with same-spin block `P` and opposite-spin block `Q`, the interaction
enters the ring equation only through `P + Q`, equally in all spin blocks. -/
theorem ringResidual_blocks (D J P Q : Matrix n n ℝ) :
    ringResidual (spinDiag D) (spinAll J) (fromBlocks P Q Q P) =
      fromBlocks
        (D * P + P * D + (J + J * (P + Q) + (P + Q) * J + (P + Q) * J * (P + Q)))
        (D * Q + Q * D + (J + J * (P + Q) + (P + Q) * J + (P + Q) * J * (P + Q)))
        (D * Q + Q * D + (J + J * (P + Q) + (P + Q) * J + (P + Q) * J * (P + Q)))
        (D * P + P * D + (J + J * (P + Q) + (P + Q) * J + (P + Q) * J * (P + Q))) := by
  simp only [ringResidual, spinDiag, spinAll, fromBlocks_add, fromBlocks_multiply]
  rw [Matrix.fromBlocks_inj]
  refine ⟨?_, ?_, ?_, ?_⟩ <;> noncomm_ring

/-- Amplitudes with all four spin blocks `s/2` solve the spin-orbital direct ring equation
exactly when `s` solves the spatial ring equation with interaction `2J`. -/
theorem spin_ring_iff (D J s : Matrix n n ℝ) :
    ringResidual (spinDiag D) (spinAll J) (spinAll ((1 / 2 : ℝ) • s)) = 0 ↔
      ringResidual D ((2 : ℝ) • J) s = 0 := by
  -- each spin block carries half of the spatial residual
  have key : ringResidual (spinDiag D) (spinAll J) (spinAll ((1 / 2 : ℝ) • s)) =
      spinAll ((1 / 2 : ℝ) • ringResidual D ((2 : ℝ) • J) s) := by
    have hh : (1 / 2 : ℝ) • s + (1 / 2 : ℝ) • s = s := by module
    have hb : D * ((1 / 2 : ℝ) • s) + ((1 / 2 : ℝ) • s) * D + (J + J * s + s * J + s * J * s)
        = (1 / 2 : ℝ) • ringResidual D ((2 : ℝ) • J) s := by
      simp only [ringResidual, Matrix.add_mul, Matrix.mul_add, Matrix.smul_mul,
        Matrix.mul_smul]
      module
    have h := ringResidual_blocks D J ((1 / 2 : ℝ) • s) ((1 / 2 : ℝ) • s)
    rw [hh, hb] at h
    exact h
  rw [key]
  constructor
  · intro h
    ext a b
    have hab := congrArg (fun M => M (Sum.inl a) (Sum.inl b)) h
    simp only [spinAll, fromBlocks_apply₁₁, Matrix.smul_apply, smul_eq_mul,
      Matrix.zero_apply] at hab
    rw [Matrix.zero_apply]
    linarith
  · intro h
    rw [h, smul_zero]
    simp [spinAll]

/-- For positive gaps, a solution of the direct ring equation that is unchanged when all
spins are flipped has equal same-spin and opposite-spin amplitudes. -/
theorem spin_blocks_equal (d : n → ℝ) (hd : ∀ a, 0 < d a) (J P Q : Matrix n n ℝ)
    (h : ringResidual (spinDiag (diagonal d)) (spinAll J) (fromBlocks P Q Q P) = 0) :
    P = Q := by
  rw [ringResidual_blocks] at h
  ext a b
  have h1 := congrArg (fun M => M (Sum.inl a) (Sum.inl b)) h
  have h2 := congrArg (fun M => M (Sum.inl a) (Sum.inr b)) h
  simp only [fromBlocks_apply₁₁, fromBlocks_apply₁₂, Matrix.add_apply,
    Matrix.diagonal_mul, Matrix.mul_diagonal, Matrix.zero_apply] at h1 h2
  -- the interaction drops out of the difference of the two blocks
  have h3 : (d a + d b) * (P a b - Q a b) = 0 := by linear_combination h1 - h2
  have h4 : d a + d b ≠ 0 := (add_pos (hd a) (hd b)).ne'
  exact sub_eq_zero.mp ((mul_eq_zero.mp h3).resolve_left h4)

omit [Fintype n] [DecidableEq n] in
/-- For symmetric `J`, exchange cancels the interaction between excitations of equal spin
and leaves that between opposite spins unchanged. -/
theorem exchange_cancels_same_spin (J : Matrix n n ℝ) (hJ : J.IsSymm) :
    spinAll J - exchangeKernel J = fromBlocks 0 J J 0 := by
  unfold exchangeKernel spinAll spinDiag
  rw [hJ.eq]
  ext (a | a) (b | b) <;> simp

omit [DecidableEq n] in
/-- The trace of a spin-orbital matrix is the sum of the traces of its two same-spin
blocks. -/
theorem trace_blocks (A B C D : Matrix n n ℝ) :
    trace (fromBlocks A B C D) = trace A + trace D := by
  simp [Matrix.trace, Fintype.sum_sum_type]

omit [DecidableEq n] in
/-- For symmetric `J` and amplitudes with four equal spin blocks, the energy with exchange
is half of the direct energy. -/
theorem exchange_halves_energy (J : Matrix n n ℝ) (hJ : J.IsSymm) (X : Matrix n n ℝ) :
    ringEnergy (spinAll J - exchangeKernel J) (spinAll X) =
      ringEnergy (spinAll J) (spinAll X) / 2 := by
  rw [exchange_cancels_same_spin J hJ]
  simp only [ringEnergy, spinAll, fromBlocks_multiply, trace_blocks,
    Matrix.trace_add, Matrix.zero_mul, Matrix.trace_zero]
  ring

/-- A solution `s` of the spatial ring equation with symmetric `J` gives a spin-orbital
solution with all spin blocks `s/2`, whose energy with exchange is half of the direct one. -/
theorem spatial_solution_halves (D J s : Matrix n n ℝ) (hJ : J.IsSymm)
    (hs : (2 : ℝ) • J + (D + (2 : ℝ) • J) * s + s * (D + (2 : ℝ) • J)
      + (2 : ℝ) • (s * J * s) = 0) :
    ringResidual (spinDiag D) (spinAll J) (spinAll ((1 / 2 : ℝ) • s)) = 0 ∧
    ringEnergy (spinAll J - exchangeKernel J) (spinAll ((1 / 2 : ℝ) • s)) =
      ringEnergy (spinAll J) (spinAll ((1 / 2 : ℝ) • s)) / 2 := by
  refine ⟨(spin_ring_iff D J s).mpr ?_, exchange_halves_energy J hJ _⟩
  rw [ringResidual, Matrix.mul_smul s, Matrix.smul_mul]
  exact hs

/-- For positive gaps and symmetric `J`, every solution of the direct ring equation that is
unchanged when all spins are flipped has an energy with exchange equal to half of its
direct energy. -/
theorem every_spin_symmetric_solution_halves (d : n → ℝ) (hd : ∀ a, 0 < d a)
    (J P Q : Matrix n n ℝ) (hJ : J.IsSymm)
    (h : ringResidual (spinDiag (diagonal d)) (spinAll J) (fromBlocks P Q Q P) = 0) :
    ringEnergy (spinAll J - exchangeKernel J) (fromBlocks P Q Q P) =
      ringEnergy (spinAll J) (fromBlocks P Q Q P) / 2 := by
  have hPQ := spin_blocks_equal d hd J P Q h
  subst hPQ
  exact exchange_halves_energy J hJ P

/-- The spatial ring amplitude for a single virtual orbital with gap `d > 0` and repulsion
integral `j ≥ 0`. -/
def twoLevelAmplitude (d j : ℝ) : ℝ := -2 * j / (d + 2 * j + √(d * (d + 4 * j)))

/-- For one virtual orbital with `d > 0` and `j ≥ 0`, half the two-level amplitude in each of the
four spin blocks solves the direct ring equation; the direct energy is `(√(d(d+4j)) - d - 2j)/2`,
and the energy with exchange is half of that. -/
theorem two_level_energies (d j : ℝ) (hd : 0 < d) (hj : 0 ≤ j) :
    ringResidual (spinDiag !![d]) (spinAll !![j])
      (spinAll ((1 / 2 : ℝ) • !![twoLevelAmplitude d j])) = 0 ∧
    ringEnergy (spinAll !![j]) (spinAll ((1 / 2 : ℝ) • !![twoLevelAmplitude d j])) =
      (√(d * (d + 4 * j)) - d - 2 * j) / 2 ∧
    ringEnergy (spinAll !![j] - exchangeKernel !![j])
      (spinAll ((1 / 2 : ℝ) • !![twoLevelAmplitude d j])) =
      (√(d * (d + 4 * j)) - d - 2 * j) / 4 := by
  have hw : √(d * (d + 4 * j)) ^ 2 = d * (d + 4 * j) := Real.sq_sqrt (by positivity)
  have hden : 0 < d + 2 * j + √(d * (d + 4 * j)) := by positivity
  have hx : twoLevelAmplitude d j * (d + 2 * j + √(d * (d + 4 * j))) = -2 * j :=
    div_mul_cancel₀ _ hden.ne'
  have he : j * twoLevelAmplitude d j = (√(d * (d + 4 * j)) - d - 2 * j) / 2 := by
    apply mul_right_cancel₀ hden.ne'
    linear_combination j * hx - hw / 2
  have hE : ringEnergy (spinAll !![j])
      (spinAll ((1 / 2 : ℝ) • !![twoLevelAmplitude d j])) =
      (√(d * (d + 4 * j)) - d - 2 * j) / 2 := by
    have ht : trace (!![j] * !![twoLevelAmplitude d j]) = j * twoLevelAmplitude d j := by
      simp [Matrix.trace]
    rw [← he]
    simp only [ringEnergy, spinAll, fromBlocks_multiply, trace_blocks,
      Matrix.trace_add, Matrix.mul_smul, Matrix.trace_smul, smul_eq_mul, ht]
    ring
  have hJ : (!![j] : Matrix (Fin 1) (Fin 1) ℝ).IsSymm :=
    Matrix.IsSymm.ext (fun a b => by rw [Subsingleton.elim a b])
  refine ⟨(spin_ring_iff _ _ _).mpr ?_, hE, ?_⟩
  · -- the spatial equation is a scalar quadratic equation
    ext a b
    fin_cases a
    fin_cases b
    simp only [ringResidual, Matrix.add_apply, Matrix.mul_apply, Matrix.smul_apply,
      Fin.sum_univ_succ, Fin.sum_univ_zero, smul_eq_mul, Matrix.zero_apply]
    change 2 * j + ((d + 2 * j) * twoLevelAmplitude d j + 0)
      + (twoLevelAmplitude d j * (d + 2 * j) + 0)
      + ((twoLevelAmplitude d j * (2 * j) + 0) * twoLevelAmplitude d j + 0) = 0
    linear_combination hx + 2 * twoLevelAmplitude d j * he
  · rw [exchange_halves_energy _ hJ, hE]
    ring

end

end RingExchangeOneOrbital
```

```lean
#print axioms RingExchangeOneOrbital.spatial_solution_halves
#print axioms RingExchangeOneOrbital.every_spin_symmetric_solution_halves
#print axioms RingExchangeOneOrbital.two_level_energies
```

```
'RingExchangeOneOrbital.spatial_solution_halves' depends on axioms: [propext, Classical.choice, Quot.sound]
'RingExchangeOneOrbital.every_spin_symmetric_solution_halves' depends on axioms: [propext, Classical.choice, Quot.sound]
'RingExchangeOneOrbital.two_level_energies' depends on axioms: [propext, Classical.choice, Quot.sound]
```

## How the lemmas divide the work

`ringResidual_blocks` is the block calculation. Lean multiplies out the block matrices, compares the four blocks separately, and closes each comparison with `noncomm_ring`, which expands products without changing the order of the factors. This matters because D, J, P and Q need not commute.

`spin_ring_iff` specialises that result to P = Q = s/2. Its intermediate statement `key` says that the spin-orbital residual has half of the spatial residual in every block. One direction of the equivalence then reads off the entries of a single block, and the other inserts zero.

`spin_blocks_equal` takes one entry of the equal-spin equation, `h1`, and the same entry of the opposite-spin equation, `h2`. Their difference is `h3`, the product (d_a + d_b)(P_ab − Q_ab) = 0. The proof uses positivity only to show that d_a + d_b is not zero.

`exchange_cancels_same_spin` is where the symmetry of J enters, through the rewriting of Jᵀ as J. `exchange_halves_energy` combines it with `trace_blocks`, which says that only the two diagonal blocks contribute to a trace. This lemma does not mention the ring equation: the halving needs only symmetric J and four equal amplitude blocks.

The first two final theorems are then short. `spatial_solution_halves` joins the equivalence to the energy lemma, after bringing the written-out spatial equation into the form of `ringResidual`. `every_spin_symmetric_solution_halves` obtains P = Q, replaces one block by the other, and applies the same energy lemma.

In `two_level_energies`, `hw` is the square of w, `hx` is the definition of x cleared of its denominator, and `he` is the formula for jx. The denominator is positive because d > 0 and j ≥ 0. The quadratic equation follows from `hx` plus 2x times `he`, which is the insertion made above. The direct energy comes from `he`, and the energy with exchange from the general halving lemma.
